# A four-electron beryllium model has exactly two nodal regions for c > 0

Four electrons in three dimensions have positions R₀, R₁ (one spin) and R₂, R₃ (the other spin). Take the model wave function

ψ(R) = (|R₀|² − |R₁|²)(|R₂|² − |R₃|²) + c⟨R₀ − R₁, R₂ − R₃⟩.

For c > 0 the regions ψ > 0 and ψ < 0 are each path connected, and every positive configuration can be carried to its double exchange (both like-spin pairs swapped) without meeting the node. For c = 0 no positive configuration can.

In fixed-node diffusion Monte Carlo, walkers cannot cross the node of the trial function, and an error in that node generally raises the energy. A trial function with the wrong number of regions has a wrong node. Here the number is found for this one-parameter polynomial only. The first term imitates the 1s²2s² determinants, and c stands for the amplitude of a 2p² admixture. In the atom, repulsion favours the two outer electrons on opposite sides of the nucleus, which here means c < 0. The code treats c > 0, but the same results hold for c < 0: replacing R₂, R₃ by −R₂, −R₃ keeps the first term and reverses the sign of the second. Whether the true beryllium ground state has the same nodal topology is a separate question, not settled here.

In Lean 4 with Mathlib:

```lean
import Mathlib

open Set

namespace BerylliumNode

noncomputable section
```

The code counts electrons from 0, as above; its comments write r1, …, r4 for R₀, …, R₃. The polynomial is not square-integrable, so it is not itself a physical state. Multiplying it by a positive, symmetric, decaying factor such as exp(−|R₀| − |R₁| − |R₂| − |R₃|) makes it normalisable and leaves its sign unchanged everywhere.

```lean
/-- Position space of one electron. -/
abbrev V := EuclideanSpace ℝ (Fin 3)

/-- Positions of four electrons; `R 0, R 1` have one spin and `R 2, R 3` the other. -/
abbrev Config := Fin 4 → V

/-- The model wave function `(r1² - r2²)(r3² - r4²) + c ⟨r1 - r2, r3 - r4⟩`. -/
def psi (c : ℝ) (R : Config) : ℝ :=
  (‖R 0‖ ^ 2 - ‖R 1‖ ^ 2) * (‖R 2‖ ^ 2 - ‖R 3‖ ^ 2) + c * inner ℝ (R 0 - R 1) (R 2 - R 3)

/-- The set of configurations where the wave function is positive. -/
def positiveRegion (c : ℝ) : Set Config := {R | 0 < psi c R}

/-- Exchange of the first like-spin pair. -/
def exchange (R : Config) : Config := ![R 1, R 0, R 2, R 3]

/-- Simultaneous exchange within both like-spin pairs. -/
def doubleExchange (R : Config) : Config := ![R 1, R 0, R 3, R 2]
```

A configuration can also be given by its pair differences u = R₀ − R₁, v = R₂ − R₃ and pair sums s = R₀ + R₁, t = R₂ + R₃.

```lean
/-- The configuration with pair differences `u, v` and pair sums `s, t`. -/
def pairConfig (u v s t : V) : Config :=
  ![(1 / 2 : ℝ) • (s + u), (1 / 2 : ℝ) • (s - u), (1 / 2 : ℝ) • (t + v), (1 / 2 : ℝ) • (t - v)]
```

(a) Express the wave function in pair variables:

ψ = ⟨u,s⟩⟨v,t⟩ + c⟨u,v⟩.

Since the cross terms cancel, |a|² − |b|² = ⟨a − b, a + b⟩ (`hn`). For a = (s + u)/2 and b = (s − u)/2 this is ⟨u,s⟩. The other pair gives ⟨v,t⟩.

```lean
/-- In pair differences and sums the wave function is `⟨u,s⟩⟨v,t⟩ + c⟨u,v⟩`. -/
theorem psi_pairConfig (c : ℝ) (u v s t : V) :
    psi c (pairConfig u v s t) = inner ℝ u s * inner ℝ v t + c * inner ℝ u v := by
  have hn (a b : V) : ‖a‖ ^ 2 - ‖b‖ ^ 2 = inner ℝ (a - b) (a + b) := by
    simp only [← real_inner_self_eq_norm_sq, inner_sub_left, inner_add_right]
    rw [real_inner_comm a b]
    ring
  have hd (a b : V) : (1 / 2 : ℝ) • (a + b) - (1 / 2 : ℝ) • (a - b) = b := by module
  have hs (a b : V) : (1 / 2 : ℝ) • (a + b) + (1 / 2 : ℝ) • (a - b) = a := by module
  change (‖(1 / 2 : ℝ) • (s + u)‖ ^ 2 - ‖(1 / 2 : ℝ) • (s - u)‖ ^ 2) *
    (‖(1 / 2 : ℝ) • (t + v)‖ ^ 2 - ‖(1 / 2 : ℝ) • (t - v)‖ ^ 2) +
    c * inner ℝ ((1 / 2 : ℝ) • (s + u) - (1 / 2 : ℝ) • (s - u))
      ((1 / 2 : ℝ) • (t + v) - (1 / 2 : ℝ) • (t - v)) = _
  rw [hn, hn, hd s u, hs s u, hd t v, hs t v]
```

(b) Show that pair variables recover every configuration.

For each pair, ((a + b) + (a − b))/2 = a and ((a + b) − (a − b))/2 = b.

```lean
/-- Every configuration is recovered from its pair differences and sums. -/
theorem pairConfig_self (R : Config) :
    pairConfig (R 0 - R 1) (R 2 - R 3) (R 0 + R 1) (R 2 + R 3) = R := by
  have h1 (a b : V) : (1 / 2 : ℝ) • ((a + b) + (a - b)) = a := by module
  have h2 (a b : V) : (1 / 2 : ℝ) • ((a + b) - (a - b)) = b := by module
  funext i
  fin_cases i
  exacts [h1 _ _, h2 _ _, h1 _ _, h2 _ _]
```

(c) Show that continuous pair variables give a continuous configuration.

Each position is a linear combination of two of them.

```lean
private theorem continuous_pair {X : Type*} [TopologicalSpace X] {u v s t : X → V}
    (hu : Continuous u) (hv : Continuous v) (hs : Continuous s) (ht : Continuous t) :
    Continuous fun x => pairConfig (u x) (v x) (s x) (t x) := by
  refine continuous_pi fun i => ?_
  fin_cases i
  exacts [(hs.add hu).const_smul (1 / 2 : ℝ), (hs.sub hu).const_smul (1 / 2 : ℝ),
    (ht.add hv).const_smul (1 / 2 : ℝ), (ht.sub hv).const_smul (1 / 2 : ℝ)]
```

(d) Let u, v, s, t depend continuously on l, with ⟨u,s⟩⟨v,t⟩ + c⟨u,v⟩ > 0 for 0 ≤ l ≤ 1. Join the end configurations inside ψ > 0.

By (c) the motion is a continuous path, and by (a) the given expression is ψ along it. `JoinedIn` states that such a path exists within the named set.

```lean
private theorem joined_of_line {c : ℝ} (u v s t : ℝ → V)
    (hu : Continuous u) (hv : Continuous v) (hs : Continuous s) (ht : Continuous t)
    (h : ∀ l, 0 ≤ l → l ≤ 1 →
      0 < inner ℝ (u l) (s l) * inner ℝ (v l) (t l) + c * inner ℝ (u l) (v l)) :
    JoinedIn (positiveRegion c) (pairConfig (u 0) (v 0) (s 0) (t 0))
      (pairConfig (u 1) (v 1) (s 1) (t 1)) := by
  refine JoinedIn.ofLine (f := fun l => pairConfig (u l) (v l) (s l) (t l))
    (continuous_pair hu hv hs ht).continuousOn rfl rfl ?_
  rintro _ ⟨l, hl, rfl⟩
  change 0 < psi c (pairConfig (u l) (v l) (s l) (t l))
  rw [psi_pairConfig]
  exact h l hl.1 hl.2
```

(e) For every v find p ≠ 0 with ⟨v,p⟩ = 0.

If v₀ = 0, take p = (1, 0, 0). Otherwise take p = (−v₁, v₀, 0), for which −v₀v₁ + v₁v₀ = 0.

```lean
private theorem exists_orthogonal (v : V) : ∃ p : V, p ≠ 0 ∧ inner ℝ v p = 0 := by
  by_cases h : v 0 = 0
  · refine ⟨!₂[1, 0, 0], fun h0 => ?_, ?_⟩
    · have := congrArg (fun x : V => x 0) h0
      simp at this
    · simp [PiLp.inner_apply, Fin.sum_univ_three, h]
  · refine ⟨!₂[-v 1, v 0, 0], fun h0 => h ?_, ?_⟩
    · have := congrArg (fun x : V => x 1) h0
      simpa using this
    · simp [PiLp.inner_apply, Fin.sum_univ_three]
      ring
```

(f) Let c > 0, e ≠ 0, ⟨v,p⟩ = 0, ⟨u,p⟩ ≠ 0 and ψ > 0. Join (u, v, s, t) to (e, e, 0, 0) inside ψ > 0.

Note that u ≠ 0. Four moves suffice, `J1` to `J4` in the code.

1. Shift t along p to T = t − (⟨u,t⟩/⟨u,p⟩)p. Then ⟨u,T⟩ = 0, while ⟨v,t⟩ and ψ keep their values.
2. Move v to (1 − l)v + lu. As ⟨u,T⟩ = 0, the wave function is (1 − l)ψ_start + lc|u|² > 0.
3. Scale s and T by 1 − l. The product term vanishes and ψ = c|u|².
4. With zero sums and u = v = x, ψ = c|x|². Space without the origin is path connected, so x can travel from u to e.

```lean
private theorem joined_reference {c : ℝ} (hc : 0 < c) {e u v s t p : V} (he : e ≠ 0)
    (hvp : inner ℝ v p = 0) (hup : inner ℝ u p ≠ 0)
    (h : 0 < inner ℝ u s * inner ℝ v t + c * inner ℝ u v) :
    JoinedIn (positiveRegion c) (pairConfig u v s t) (pairConfig e e 0 0) := by
  have hpos (x : V) (hx : x ≠ 0) : 0 < c * inner ℝ x x := by
    rw [real_inner_self_eq_norm_sq]
    exact mul_pos hc (pow_pos (norm_pos_iff.mpr hx) 2)
  have hu : u ≠ 0 := by
    rintro rfl
    simp at hup
  -- shift t along p until it is orthogonal to u
  obtain ⟨T, huT, hvT, J1⟩ : ∃ T : V, inner ℝ u T = 0 ∧ inner ℝ v T = inner ℝ v t ∧
      JoinedIn (positiveRegion c) (pairConfig u v s t) (pairConfig u v s T) := by
    let a : ℝ := -inner ℝ u t / inner ℝ u p
    refine ⟨t + a • p, ?_, ?_, ?_⟩
    · rw [inner_add_right, real_inner_smul_right, div_mul_cancel₀ _ hup, add_neg_cancel]
    · rw [inner_add_right, real_inner_smul_right, hvp, mul_zero, add_zero]
    · simpa using joined_of_line (c := c) (fun _ => u) (fun _ => v) (fun _ => s)
        (fun l => t + (l * a) • p) (by fun_prop) (by fun_prop) (by fun_prop) (by fun_prop)
        (fun l _ _ => by
          simp only [inner_add_right, real_inner_smul_right, hvp, mul_zero, add_zero]
          exact h)
  -- move v straight to u
  have J2 : JoinedIn (positiveRegion c) (pairConfig u v s T) (pairConfig u u s T) := by
    simpa using joined_of_line (c := c) (fun _ => u) (fun l => v + l • (u - v)) (fun _ => s)
      (fun _ => T) (by fun_prop) (by fun_prop) (by fun_prop) (by fun_prop)
      (fun l h0 h1 => by
        simp only [inner_add_left, inner_add_right, inner_sub_left, inner_sub_right,
          real_inner_smul_left, real_inner_smul_right, huT, hvT]
        rcases h1.eq_or_lt with rfl | h1
        · nlinarith [hpos u hu]
        · nlinarith [mul_pos (sub_pos.2 h1) h, mul_nonneg h0 (hpos u hu).le])
  -- shrink both pair sums to zero
  have J3 : JoinedIn (positiveRegion c) (pairConfig u u s T) (pairConfig u u 0 0) := by
    simpa using joined_of_line (c := c) (fun _ => u) (fun _ => u) (fun l => (1 - l) • s)
      (fun l => (1 - l) • T) (by fun_prop) (by fun_prop) (by fun_prop) (by fun_prop)
      (fun l _ _ => by
        simp only [real_inner_smul_right, huT, mul_zero, zero_add]
        exact hpos u hu)
  -- move the common difference through the nonzero vectors
  have hr : 1 < Module.rank ℝ V := by
    rw [← Module.finrank_eq_rank, finrank_euclideanSpace_fin]
    exact_mod_cast (by norm_num : (1 : ℕ) < 3)
  have J4 := ((isPathConnected_compl_singleton_of_one_lt_rank hr (0 : V)).image
    (continuous_pair continuous_id continuous_id continuous_const continuous_const :
      Continuous fun x : V => pairConfig x x 0 0)).joinedIn _ ⟨u, hu, rfl⟩ _ ⟨e, he, rfl⟩
  refine ((J1.trans J2).trans J3).trans (J4.mono ?_)
  rintro _ ⟨x, hx, rfl⟩
  change 0 < psi c (pairConfig x x 0 0)
  rw [psi_pairConfig]
  simpa only [inner_zero_right, mul_zero, zero_add] using hpos x hx
```

(g) Show that ψ > 0 is path connected for c > 0.

Fix e ≠ 0 and take p from (e). If ⟨u,p⟩ ≠ 0, use (f). Otherwise choose q = ±p with ⟨q,s⟩⟨v,t⟩ ≥ 0 and move u to u + lq:

ψ(l) = ψ(0) + l⟨q,s⟩⟨v,t⟩ > 0.

Now ⟨u + q, q⟩ = |q|² ≠ 0, so (f) applies with q. By (b) this reaches every positive configuration.

```lean
/-- For `c > 0` the region where the wave function is positive is path connected. -/
theorem positiveRegion_isPathConnected {c : ℝ} (hc : 0 < c) :
    IsPathConnected (positiveRegion c) := by
  obtain ⟨e, he, -⟩ := exists_orthogonal 0
  have key (u v s t : V) (h : 0 < inner ℝ u s * inner ℝ v t + c * inner ℝ u v) :
      JoinedIn (positiveRegion c) (pairConfig u v s t) (pairConfig e e 0 0) := by
    obtain ⟨p, hp, hvp⟩ := exists_orthogonal v
    by_cases hup : inner ℝ u p = 0
    · -- choose the direction along which psi does not decrease
      obtain ⟨q, hq, hvq, huq, hs⟩ : ∃ q : V, q ≠ 0 ∧ inner ℝ v q = 0 ∧ inner ℝ u q = 0 ∧
          0 ≤ inner ℝ q s * inner ℝ v t := by
        rcases le_total 0 (inner ℝ p s * inner ℝ v t) with hs | hs
        · exact ⟨p, hp, hvp, hup, hs⟩
        · refine ⟨-p, neg_ne_zero.2 hp, ?_, ?_, ?_⟩
          · rw [inner_neg_right, hvp, neg_zero]
          · rw [inner_neg_right, hup, neg_zero]
          · rw [inner_neg_left]
            linarith
      have hqv : inner ℝ q v = 0 := by rw [real_inner_comm, hvq]
      have J : JoinedIn (positiveRegion c) (pairConfig u v s t) (pairConfig (u + q) v s t) := by
        simpa using joined_of_line (c := c) (fun l => u + l • q) (fun _ => v) (fun _ => s)
          (fun _ => t) (by fun_prop) (by fun_prop) (by fun_prop) (by fun_prop)
          (fun l h0 _ => by
            simp only [inner_add_left, real_inner_smul_left, hqv]
            nlinarith [mul_nonneg h0 hs])
      refine J.trans (joined_reference hc he hvq ?_ ?_)
      · rw [inner_add_left, huq, zero_add]
        exact inner_self_ne_zero.2 hq
      · rw [← psi_pairConfig]
        exact J.target_mem
    · exact joined_reference hc he hvp hup h
  have hall (R : Config) (hR : R ∈ positiveRegion c) :
      JoinedIn (positiveRegion c) R (pairConfig e e 0 0) := by
    have := key (R 0 - R 1) (R 2 - R 3) (R 0 + R 1) (R 2 + R 3)
      (by rw [← psi_pairConfig, pairConfig_self]; exact hR)
    rwa [pairConfig_self] at this
  refine ⟨pairConfig e e 0 0, ?_, fun {R} hR => (hall R hR).symm⟩
  change 0 < psi c _
  rw [psi_pairConfig, inner_zero_right, mul_zero, zero_add, real_inner_self_eq_norm_sq]
  exact mul_pos hc (pow_pos (norm_pos_iff.mpr he) 2)
```

(h) Show that one exchange gives ψ(exchange R) = −ψ(R).

Both terms are odd under R₀ ↔ R₁.

```lean
/-- Exchanging the first like-spin pair reverses the sign of the wave function. -/
theorem psi_exchange (c : ℝ) (R : Config) : psi c (exchange R) = -psi c R := by
  change (‖R 1‖ ^ 2 - ‖R 0‖ ^ 2) * (‖R 2‖ ^ 2 - ‖R 3‖ ^ 2) +
    c * inner ℝ (R 1 - R 0) (R 2 - R 3) = -psi c R
  rw [← neg_sub (R 0) (R 1), inner_neg_left, psi]
  ring
```

(i) Show that ψ < 0 is path connected for c > 0.

The exchange is continuous and its own inverse. By (h) it maps ψ > 0 onto ψ < 0, and continuous images of path connected sets are path connected.

```lean
/-- For `c > 0` the region where the wave function is negative is path connected. -/
theorem negativeRegion_isPathConnected {c : ℝ} (hc : 0 < c) :
    IsPathConnected {R : Config | psi c R < 0} := by
  have hcont : Continuous exchange := by
    refine continuous_pi fun i => ?_
    fin_cases i
    exacts [continuous_apply 1, continuous_apply 0, continuous_apply 2, continuous_apply 3]
  have himage : exchange '' positiveRegion c = {R : Config | psi c R < 0} := by
    ext R
    constructor
    · rintro ⟨S, hS, rfl⟩
      change psi c (exchange S) < 0
      rw [psi_exchange]
      exact neg_lt_zero.2 hS
    · intro hR
      refine ⟨exchange R, ?_, ?_⟩
      · change 0 < psi c (exchange R)
        rw [psi_exchange]
        exact neg_pos.2 hR
      · funext i
        fin_cases i <;> rfl
  rw [← himage]
  exact (positiveRegion_isPathConnected hc).image hcont
```

(j) For c > 0, join every positive R to its double exchange.

Two sign reversals give ψ(doubleExchange R) = ψ(R) > 0. Apply (g).

```lean
/-- For `c > 0` every configuration with positive wave function is joined to its double
exchange by a continuous path on which the wave function stays positive. -/
theorem joined_doubleExchange {c : ℝ} (hc : 0 < c) {R : Config} (hR : 0 < psi c R) :
    JoinedIn (positiveRegion c) R (doubleExchange R) := by
  refine (positiveRegion_isPathConnected hc).joinedIn R hR _ ?_
  have h : psi c (doubleExchange R) = psi c R := by
    change (‖R 1‖ ^ 2 - ‖R 0‖ ^ 2) * (‖R 3‖ ^ 2 - ‖R 2‖ ^ 2) +
      c * inner ℝ (R 1 - R 0) (R 3 - R 2) = psi c R
    rw [← neg_sub (R 0) (R 1), ← neg_sub (R 2) (R 3), inner_neg_neg, psi]
    ring
  change 0 < psi c (doubleExchange R)
  rwa [h]
```

(k) For c > 0, find such an R with |R₀| > |R₁| and |R₂| > |R₃|.

Take R = (e, 0, e, 0) with e ≠ 0. Then ψ = |e|⁴ + c|e|² > 0, and (j) applies.

For a numerical instance, let c = 1, e = (1, 0, 0), s = t = e and u = v = (cos θ, sin θ, 0), so that ψ = cos²θ + 1. At θ = 0, ψ = 2. At θ = π/2, R₀ = R₂ = (½, ½, 0) and R₁ = R₃ = (½, −½, 0), with ψ = 0·0 + 1 = 1. At θ = π the double exchange is reached, with ψ = 2 again.

```lean
/-- For `c > 0` some configuration with `|r1| > |r2|` and `|r3| > |r4|` is joined to its double
exchange by a continuous path on which the wave function stays positive. -/
theorem exists_ordered_joined_doubleExchange {c : ℝ} (hc : 0 < c) :
    ∃ R : Config, ‖R 1‖ < ‖R 0‖ ∧ ‖R 3‖ < ‖R 2‖ ∧
      JoinedIn (positiveRegion c) R (doubleExchange R) := by
  obtain ⟨e, he, -⟩ := exists_orthogonal 0
  have hn : 0 < ‖e‖ := norm_pos_iff.2 he
  have h0 : ‖(0 : V)‖ < ‖e‖ := by rwa [norm_zero]
  refine ⟨![e, 0, e, 0], h0, h0, joined_doubleExchange hc ?_⟩
  change 0 < (‖e‖ ^ 2 - ‖(0 : V)‖ ^ 2) * (‖e‖ ^ 2 - ‖(0 : V)‖ ^ 2) +
    c * inner ℝ (e - 0) (e - 0)
  rw [sub_zero, real_inner_self_eq_norm_sq, norm_zero]
  have h : 0 < ‖e‖ ^ 2 * ‖e‖ ^ 2 + c * ‖e‖ ^ 2 := by positivity
  nlinarith [h]
```

(l) For c = 0, show that no R is joined to its double exchange inside ψ > 0.

Along a supposed path, g = |R₀|² − |R₁|² ends at minus its initial value. By the intermediate value theorem g = 0 somewhere, and there ψ = 0, a contradiction.

```lean
/-- For `c = 0` no configuration is joined to its double exchange by a continuous path on
which the wave function stays positive. -/
theorem not_joined_doubleExchange_zero (R : Config) :
    ¬ JoinedIn (positiveRegion 0) R (doubleExchange R) := by
  rintro ⟨γ, hγ⟩
  let g : unitInterval → ℝ := fun x => ‖γ x 0‖ ^ 2 - ‖γ x 1‖ ^ 2
  have hg : Continuous g :=
    (((continuous_apply 0).comp γ.continuous).norm.pow 2).sub
      (((continuous_apply 1).comp γ.continuous).norm.pow 2)
  have g0 : g 0 = ‖R 0‖ ^ 2 - ‖R 1‖ ^ 2 := by simp only [g, γ.source]
  have g1 : g 1 = ‖R 1‖ ^ 2 - ‖R 0‖ ^ 2 := by
    simp only [g, γ.target]
    rfl
  -- the first factor changes sign, so it vanishes somewhere on the path
  obtain ⟨x, hx⟩ : (0 : ℝ) ∈ range g := by
    rcases le_total (g 0) 0 with h | h
    · exact mem_range_of_exists_le_of_exists_ge hg ⟨0, h⟩ ⟨1, by linarith⟩
    · exact mem_range_of_exists_le_of_exists_ge hg ⟨1, by linarith⟩ ⟨0, h⟩
  have hp : 0 < g x * (‖γ x 2‖ ^ 2 - ‖γ x 3‖ ^ 2) +
    0 * inner ℝ (γ x 0 - γ x 1) (γ x 2 - γ x 3) := hγ x
  rw [hx, zero_mul, zero_mul, add_zero] at hp
  exact lt_irrefl _ hp

end

end BerylliumNode
```
```lean
#print axioms BerylliumNode.negativeRegion_isPathConnected
#print axioms BerylliumNode.exists_ordered_joined_doubleExchange
#print axioms BerylliumNode.not_joined_doubleExchange_zero
```

```
'BerylliumNode.negativeRegion_isPathConnected' depends on axioms: [propext, Classical.choice, Quot.sound]
'BerylliumNode.exists_ordered_joined_doubleExchange' depends on axioms: [propext, Classical.choice, Quot.sound]
'BerylliumNode.not_joined_doubleExchange_zero' depends on axioms: [propext, Classical.choice, Quot.sound]
```
